# A product basis state is fixed by exchanging two sites exactly when they carry the same local state

For finitely many sites, `N` of them, each of finite local dimension `d`, a product basis state is labelled by a configuration `x : Config N d`, a function `Fin N → Fin d` assigning one local state to each site. The theorem `comp_swap_iff` states that exchanging sites `i` and `j`, which sends `x` to `x ∘ swap i j`, leaves the configuration unchanged if and only if `x i = x j`; the case `i = j` is allowed. The statement concerns the labels of basis states only, with no amplitudes or exchange signs. The forward direction evaluates the equality of functions at `j` and simplifies. The backward direction takes an arbitrary site `a`, unfolds the composition and the transposition by rewriting, and splits into the cases `a = i`, `a = j` and neither.

This version doesn't compile in Lean 4 with Mathlib:

```lean
import Mathlib

open Matrix Finset Equiv Function

namespace TranspositionClassSum

/-- Product basis states of `N` sites of local dimension `d`: one local state per site. -/
abbrev Config (N d : ℕ) := Fin N → Fin d

/-- A basis state is unchanged by exchanging sites `i` and `j` exactly when both sites
carry the same local state. -/
theorem comp_swap_iff {N d : ℕ} (x : Config N d) (i j : Fin N) :
    x ∘ swap i j = x ↔ x i = x j := by
  constructor
  · intro h
    simpa using congrFun h j
  · intro h
    funext a
    rw [comp_apply, swap_apply_def]
    split_ifs with h1 h2
    · rw [h1, h]
    · rw [h2, h]
    · rfl

end TranspositionClassSum
```

Lean reports:

```
Main.lean:19:8: error: Ambiguous term
  comp_apply
Possible interpretations:
  Function.comp_apply : (?m.41 ∘ ?m.42) ?m.43 = ?m.41 (?m.42 ?m.43)
  
  Matrix.comp_apply : ∀ (I : Type ?u.27) (J : Type ?u.26) (K : Type ?u.25) (L : Type ?u.24) (R : Type ?u.23)
    (m : Matrix I J (Matrix K L R)) (ik : I × K) (jl : J × L), (Matrix.comp I J K L R) m ik jl = m ik.1 jl.1 ik.2 jl.2
```

The repair, with which the file compiles:

```diff
@@ -17,5 +17,5 @@
   · intro h
     funext a
-    rw [comp_apply, swap_apply_def]
+    rw [Function.comp_apply, swap_apply_def]
     split_ifs with h1 h2
     · rw [h1, h]
```

What went wrong. The single error points at the name `comp_apply` in the rewrite of the backward direction. The file opens both `Matrix` and `Function`, and each namespace contains a declaration of that short name. The message lists the two readings. `Function.comp_apply` says that a composition `f ∘ g` applied to an argument `a` equals `f (g a)`. `Matrix.comp_apply` gives the entries of `Matrix.comp`, which turns a matrix of matrices into one matrix indexed by pairs.

Both readings elaborate successfully as terms, and `rw` elaborates its rewrite rule without an expected type that could exclude one of them. Lean therefore reports "Ambiguous term" and stops; it does not choose between the candidates by checking which left-hand side occurs in the goal.

The diff makes one change, writing the qualified name `Function.comp_apply`, which has only one reading. It is also the one that fits: after `funext a` the goal is `(x ∘ swap i j) a = x a`, and the rewrite turns the left side into `x (swap i j a)`. Then `swap_apply_def` exposes the nested conditional, and the unchanged case split closes the three branches.
